# The Landau pole of the one-loop running coupling

## Definitions and conventions

Fix a reference scale \(\mu_0\) and measure the energy scale \(\mu\) by \(t=\ln(\mu/\mu_0)\). The coupling is a real function \(\alpha(t)\) with initial value \(a=\alpha(0)\), and a prime denotes \(d/dt\). In a gauge theory \(\alpha\) is proportional to the square of the gauge coupling; in quantum electrodynamics it is the running fine-structure constant and not the charge itself. At one loop the renormalisation-group equation is
\[ \alpha'(t) = b\,\alpha(t)^2 \]
with a real constant \(b\). The loop integral that fixes \(b\) is not computed here; \(b\) is a parameter, positive for a coupling that grows with the scale as in quantum electrodynamics. Taking the equation in this form with constant \(b\) assumes that no other coupling enters it and that no mass threshold lies in the range of scales considered. With \(\ln(\mu^2/\mu_0^2)\) as the variable the equation keeps its form and \(b\) is halved.

```lean
import Mathlib

open Set Filter Topology

namespace LandauPole

noncomputable section
```

A solution on the range \(0\le t\le T\) is a function continuous on the closed interval \([0,T]\), written `Icc 0 T`, whose derivative equals \(b\alpha^2\) at each point of the open interval \((0,T)\), written `Ioo 0 T`. A function that is differentiable and satisfies the equation at every point of the closed interval has both properties, so every theorem that assumes `IsOneLoopFlow b α T` also applies to it. The function `α` is defined on all of \(\mathbb{R}\), but only its values on \([0,T]\) are constrained. No sign is imposed on \(\alpha\) or on \(T\): for \(T<0\) the interval is empty and the condition is void, and for \(T=0\) the interval is a single point and no equation is imposed.

```lean
/-- `α` solves the one-loop renormalisation-group equation `dα/dt = b α²` on the range
`0 ≤ t ≤ T` of the logarithmic scale `t`: continuous on `[0,T]`, differentiable inside. -/
def IsOneLoopFlow (b : ℝ) (α : ℝ → ℝ) (T : ℝ) : Prop :=
  ContinuousOn α (Icc 0 T) ∧ ∀ t ∈ Ioo 0 T, HasDerivAt α (b * α t ^ 2) t
```

The candidate solution and the position of its pole are
\[ \alpha_*(t)=\frac{a}{1-abt},\qquad t_*=\frac{1}{ab}, \]
where \(t_*\) is meant for \(ab\neq0\) and corresponds to the scale \(\mu_0\,e^{1/(ab)}\). Lean assigns the value zero to a quotient with vanishing denominator, so `runningCoupling a b` equals zero at \(t_*\) itself; the theorems use it only where \(1-abt>0\), and the divergence is stated as a limit.

```lean
/-- The one-loop running coupling `a / (1 - a b t)`. -/
def runningCoupling (a b t : ℝ) : ℝ := a / (1 - a * b * t)

/-- The logarithmic scale `1 / (a b)` of the Landau pole. -/
def landauPole (a b : ℝ) : ℝ := 1 / (a * b)
```

## Two lemmas from calculus

Let \(f\) be continuous on \([0,T]\) with a derivative \(f'\le 0\) on \((0,T)\). For \(0<t\le T\) the mean value theorem gives a point \(\xi\in(0,t)\) with \(f(t)-f(0)=t\,f'(\xi)\le 0\), and for \(t=0\) there is equality. In the code `antitoneOn_of_deriv_nonpos` shows that \(f\) is non-increasing on the interval, and the last line compares the points \(0\) and \(t\).

```lean
/-- A continuous function on `[0,T]` with non-positive derivative inside never exceeds
its initial value. -/
theorem le_initial_of_deriv_nonpos {f : ℝ → ℝ} {T : ℝ} (hc : ContinuousOn f (Icc 0 T))
    (hd : ∀ s ∈ Ioo 0 T, ∃ d, d ≤ 0 ∧ HasDerivAt f d s) {t : ℝ} (ht : t ∈ Icc 0 T) :
    f t ≤ f 0 := by
  have h : AntitoneOn f (Icc 0 T) := by
    refine antitoneOn_of_deriv_nonpos (convex_Icc 0 T) hc (fun x hx => ?_) (fun x hx => ?_)
    · rw [interior_Icc] at hx
      obtain ⟨d, -, h⟩ := hd x hx
      exact h.differentiableAt.differentiableWithinAt
    · rw [interior_Icc] at hx
      obtain ⟨d, h0, h⟩ := hd x hx
      rw [h.deriv]
      exact h0
  exact h ⟨le_rfl, ht.1.trans ht.2⟩ ht ht.1
```

Next let \(g\) and \(k\) be continuous on \([0,T]\) with \(g'=kg\) on \((0,T)\) and \(g(0)=0\). A continuous function on a compact interval is bounded, so \(|k|\le K\) for some \(K\). For \(s\in(0,T)\),
\[ \frac{d}{ds}\Big(g^2e^{-2Ks}\Big)=\big(2gg'-2Kg^2\big)e^{-2Ks}=-2(K-k)\,g^2e^{-2Ks}\le 0 . \]
The first lemma gives \(g(t)^2e^{-2Kt}\le g(0)^2=0\). The exponential is positive, so \(g(t)^2\le0\) and \(g(t)=0\). The bound \(K\) comes from `isCompact_Icc.exists_bound_of_continuousOn`, `hp` is the sign of \((K-k)g^2e^{-2Ks}\), `key` is the inequality between times \(t\) and \(0\), and `hle` removes the exponential.

```lean
/-- A solution of the linear equation `g' = k g` with continuous rate `k` that starts at zero
vanishes on all of `[0,T]`. -/
theorem eq_zero_of_linear_ode {g k : ℝ → ℝ} {T : ℝ} (hg : ContinuousOn g (Icc 0 T))
    (hk : ContinuousOn k (Icc 0 T)) (hd : ∀ s ∈ Ioo 0 T, HasDerivAt g (k s * g s) s)
    (h0 : g 0 = 0) {t : ℝ} (ht : t ∈ Icc 0 T) : g t = 0 := by
  obtain ⟨K, hK⟩ := isCompact_Icc.exists_bound_of_continuousOn hk
  -- `g² exp(-2Kt)` is non-increasing when `K` bounds the rate
  have key : g t * g t * Real.exp (-(2 * K) * t) ≤ g 0 * g 0 * Real.exp (-(2 * K) * 0) := by
    refine le_initial_of_deriv_nonpos (f := fun s => g s * g s * Real.exp (-(2 * K) * s))
      (by fun_prop) (fun s hs => ?_) ht
    have he : HasDerivAt (fun s => Real.exp (-(2 * K) * s))
        (Real.exp (-(2 * K) * s) * (-(2 * K))) s :=
      ((hasDerivAt_id' s).const_mul (-(2 * K))).exp.congr_deriv (by ring)
    have hks : k s ≤ K := (le_abs_self _).trans (hK s (Ioo_subset_Icc_self hs))
    have hp : 0 ≤ (K - k s) * (g s * g s * Real.exp (-(2 * K) * s)) :=
      mul_nonneg (by linarith) (mul_nonneg (mul_self_nonneg _) (Real.exp_pos _).le)
    exact ⟨-(2 * ((K - k s) * (g s * g s * Real.exp (-(2 * K) * s)))), by linarith,
      (((hd s hs).fun_mul (hd s hs)).fun_mul he).congr_deriv (by ring)⟩
  rw [h0] at key
  have hle : g t * g t ≤ 0 := by
    by_contra hn
    have := mul_pos (not_le.mp hn) (Real.exp_pos (-(2 * K) * t))
    linarith
  exact mul_self_eq_zero.mp (le_antisymm hle (mul_self_nonneg _))
```

## The invariant

Separation of variables divides by \(\alpha^2\) and so needs \(\alpha\neq0\) in advance. The combination \(g(t)=\alpha(t)(1-abt)-a\) avoids any division. It has \(g(0)=\alpha(0)-a=0\), and
\[ g'=b\alpha^2(1-abt)-ab\,\alpha=b\alpha\,\big[\alpha(1-abt)-a\big]=b\alpha\,g . \]
The rate \(k=b\alpha\) is continuous on \([0,T]\) because \(\alpha\) is, so the second lemma gives
\[ \alpha(t)\,(1-abt)=a\qquad(0\le t\le T) \]
for all real \(a\) and \(b\). In `flow_invariant`, `h1` is the derivative \(-ab\) of the linear factor, `fun_mul` is the product rule, and `ring` checks the regrouping into \(b\alpha g\).

```lean
/-- For any signs of `a` and `b`, a one-loop flow with `α(0) = a` obeys
`α(t) (1 - a b t) = a` on `[0,T]`. -/
theorem flow_invariant {a b T : ℝ} {α : ℝ → ℝ} (h : IsOneLoopFlow b α T) (h0 : α 0 = a)
    {t : ℝ} (ht : t ∈ Icc 0 T) : α t * (1 - a * b * t) = a := by
  have hc := h.1
  -- `g = α (1 - a b t) - a` satisfies `g' = b α g` and `g(0) = 0`
  have key : α t * (1 - a * b * t) - a = 0 := by
    refine eq_zero_of_linear_ode (g := fun s => α s * (1 - a * b * s) - a)
      (k := fun s => b * α s) (by fun_prop) (by fun_prop) (fun s hs => ?_) ?_ ht
    · have h1 : HasDerivAt (fun s => 1 - a * b * s) (-(a * b)) s :=
        (((hasDerivAt_id' s).const_mul (a * b)).const_sub 1).congr_deriv (by ring)
      exact (((h.2 s hs).fun_mul h1).sub_const a).congr_deriv (by ring)
    · show α 0 * (1 - a * b * 0) - a = 0
      rw [h0]
      ring
  linarith
```

## The pole

Let \(a>0\) and \(b>0\), so \(t_*>0\). If \(T\ge t_*\), then \(t_*\) lies in \([0,T]\), and the invariant at \(t_*\) reads \(\alpha(t_*)\cdot0=a\), which contradicts \(a>0\). Hence \(T<t_*\). For \(t\in[0,T]\) this gives \(abt<1\), and dividing the invariant by \(1-abt>0\) yields \(\alpha(t)=\alpha_*(t)\). The theorem `landau_pole` reads: for positive \(a\) and \(b\), any solution on \([0,T]\) that starts at \(a\) has \(T<1/(ab)\) and coincides with \(a/(1-abt)\) on \([0,T]\). In the proof `hmem` places \(t_*\) in the interval under the assumption to be refuted, `hpos` is the positivity of the denominator, and `eq_div_iff` performs the division.

```lean
/-- Landau pole: for `a, b > 0` a one-loop flow on `[0,T]` with `α(0) = a` has `T < 1/(a b)`
and equals `a / (1 - a b t)` on `[0,T]`. -/
theorem landau_pole {a b T : ℝ} {α : ℝ → ℝ} (ha : 0 < a) (hb : 0 < b)
    (h : IsOneLoopFlow b α T) (h0 : α 0 = a) :
    T < landauPole a b ∧ ∀ t ∈ Icc 0 T, α t = runningCoupling a b t := by
  have hab : 0 < a * b := mul_pos ha hb
  have hT : T < landauPole a b := by
    -- at the pole the invariant would read `0 = a`
    by_contra hn
    have hmem : 1 / (a * b) ∈ Icc 0 T := ⟨by positivity, not_lt.mp hn⟩
    have := flow_invariant h h0 hmem
    rw [mul_one_div_cancel hab.ne', sub_self, mul_zero] at this
    exact ha.ne this
  refine ⟨hT, fun t ht => ?_⟩
  have hlt : t < 1 / (a * b) := ht.2.trans_lt hT
  rw [lt_div_iff₀ hab] at hlt
  have hpos : 0 < 1 - a * b * t := by linarith
  rw [runningCoupling, eq_div_iff hpos.ne']
  exact flow_invariant h h0 ht
```

Conversely, \(\alpha_*\) is a solution whenever \(abT<1\), for any signs. On \([0,T]\) the denominator does not vanish: if \(ab\ge0\) then \(abt\le abT<1\), and if \(ab\le0\) then \(abt\le0<1\). These are the two cases in `hne`. The quotient rule then gives
\[ \alpha_*'=\frac{a\cdot ab}{(1-abt)^2}=b\,\alpha_*^2 , \]
which `hd` establishes on the closed interval; continuity follows from differentiability.

```lean
/-- The closed form `a / (1 - a b t)` is a one-loop flow on `[0,T]` whenever `a b T < 1`. -/
theorem runningCoupling_isFlow {a b T : ℝ} (hT : a * b * T < 1) :
    IsOneLoopFlow b (runningCoupling a b) T := by
  have hne : ∀ t ∈ Icc 0 T, 1 - a * b * t ≠ 0 := by
    intro t ht
    have : a * b * t < 1 := by
      rcases le_total 0 (a * b) with h | h
      · exact (mul_le_mul_of_nonneg_left ht.2 h).trans_lt hT
      · nlinarith [mul_nonneg (neg_nonneg.mpr h) ht.1]
    exact (sub_pos.mpr this).ne'
  have hd : ∀ t ∈ Icc 0 T,
      HasDerivAt (runningCoupling a b) (b * runningCoupling a b t ^ 2) t := by
    intro t ht
    have h1 : HasDerivAt (fun s => 1 - a * b * s) (-(a * b)) t :=
      (((hasDerivAt_id' t).const_mul (a * b)).const_sub 1).congr_deriv (by ring)
    exact ((hasDerivAt_const t a).fun_div h1 (hne t ht)).congr_deriv
      (by simp only [runningCoupling]; rw [div_pow]; ring)
  exact ⟨fun t ht => (hd t ht).continuousAt.continuousWithinAt,
    fun t ht => hd t (Ioo_subset_Icc_self ht)⟩
```

For positive \(a\) and \(b\) the condition \(abT<1\) is \(T<t_*\), and \(\alpha_*(0)=a\). The two results combine into an equivalence: a solution on \([0,T]\) starting at \(a\) exists exactly when \(T<1/(ab)\). The forward direction is the first half of `landau_pole`, and the backward direction exhibits `runningCoupling a b`.

```lean
/-- For `a, b > 0` a one-loop flow on `[0,T]` starting at `a` exists exactly when
`T < 1/(a b)`. -/
theorem exists_flow_iff {a b T : ℝ} (ha : 0 < a) (hb : 0 < b) :
    (∃ α : ℝ → ℝ, IsOneLoopFlow b α T ∧ α 0 = a) ↔ T < landauPole a b := by
  refine ⟨fun ⟨α, h, h0⟩ => (landau_pole ha hb h h0).1, fun hT => ?_⟩
  rw [landauPole, lt_div_iff₀ (mul_pos ha hb)] at hT
  exact ⟨runningCoupling a b, runningCoupling_isFlow (by linarith), by simp [runningCoupling]⟩
```

A function that starts at \(a\) and solves the equation on every range \([0,T]\) would solve it for \(T=t_*\), which would give \(t_*<t_*\). The quantifier `∀ T` includes negative \(T\), where nothing is required, so `no_global_flow` concerns all scales \(\mu\ge\mu_0\).

```lean
/-- For `a, b > 0` no coupling starting at `a` is a one-loop flow on every range `[0,T]`. -/
theorem no_global_flow {a b : ℝ} (ha : 0 < a) (hb : 0 < b) :
    ¬ ∃ α : ℝ → ℝ, (∀ T, IsOneLoopFlow b α T) ∧ α 0 = a :=
  fun ⟨_, h, h0⟩ => lt_irrefl _ (landau_pole ha hb (h (landauPole a b)) h0).1
```

The closed form diverges at the pole. As \(t\) increases to \(t_*\), the denominator \(1-abt\) tends to zero by continuity and stays positive because \(t<t_*\); this is `h1`, where `𝓝[<]` and `𝓝[>]` denote approach from below and from above. Its inverse tends to \(+\infty\), written `atTop`, and multiplication by \(a>0\) preserves this.

```lean
/-- For `a, b > 0` the running coupling diverges to `+∞` as `t` approaches `1/(a b)`
from below. -/
theorem runningCoupling_diverges {a b : ℝ} (ha : 0 < a) (hb : 0 < b) :
    Tendsto (runningCoupling a b) (𝓝[<] landauPole a b) atTop := by
  have hab : 0 < a * b := mul_pos ha hb
  have h1 : Tendsto (fun t => 1 - a * b * t) (𝓝[<] landauPole a b) (𝓝[>] 0) := by
    refine tendsto_nhdsWithin_iff.2 ⟨?_, ?_⟩
    · have hc : Continuous (fun t : ℝ => 1 - a * b * t) := by fun_prop
      have := hc.tendsto' (landauPole a b) 0
        (by simp only [landauPole]; rw [mul_one_div_cancel hab.ne', sub_self])
      exact this.mono_left nhdsWithin_le_nhds
    · filter_upwards [self_mem_nhdsWithin] with t ht
      have hlt : t < 1 / (a * b) := ht
      rw [lt_div_iff₀ hab] at hlt
      show 0 < 1 - a * b * t
      linarith
  exact ((tendsto_inv_nhdsGT_zero.comp h1).const_mul_atTop ha).congr
    fun t => by simp [runningCoupling, div_eq_mul_inv]
```

In quantum electrodynamics this means that the one-loop equation for a single coupling with constant positive \(b\) can describe the running upwards from \(\mu_0\) at most for \(\mu<\mu_0e^{1/(ab)}\). The theorems are about this differential equation. Near \(t_*\) the coupling is large and the terms of higher order in \(\alpha\) that the equation omits are no longer small, so whether the full theory has such a pole is left open.

## The opposite sign

Let \(a>0>b\). Then \(-ab>0\) and \(1-abt\ge1\) for \(t\ge0\), so \(abT<1\) for every \(T\ge0\) and \(\alpha_*\) solves the equation on every such range. Any function that starts at \(a\) and solves the equation on all ranges \([0,T]\) with \(T\ge0\) satisfies the invariant at each \(t\ge0\), by taking \(T=t\), and therefore equals \(a/(1-abt)\) there. The denominator grows without bound (`h1`), so the quotient tends to zero (`h2`), and `congr'` transfers the limit to \(\alpha\) through equality for \(t\ge0\). The name `asymptotic_freedom` refers to this decay; the negative sign of \(b\) is a hypothesis and is not derived from a gauge theory.

```lean
/-- Asymptotic freedom: for `a > 0 > b` the closed form is a flow on every `[0,T]` with
`T ≥ 0`, and every such global flow starting at `a` tends to zero as `t → ∞`. -/
theorem asymptotic_freedom {a b : ℝ} (ha : 0 < a) (hb : b < 0) :
    (∀ T, 0 ≤ T → IsOneLoopFlow b (runningCoupling a b) T) ∧
      ∀ α : ℝ → ℝ, (∀ T, 0 ≤ T → IsOneLoopFlow b α T) → α 0 = a → Tendsto α atTop (𝓝 0) := by
  have hab : 0 < -(a * b) := neg_pos.mpr (mul_neg_of_pos_of_neg ha hb)
  have hpos : ∀ t, 0 ≤ t → 0 < 1 - a * b * t := fun t ht => by
    nlinarith [mul_nonneg hab.le ht]
  refine ⟨fun T hT => runningCoupling_isFlow (sub_pos.mp (hpos T hT)), fun α h h0 => ?_⟩
  have h1 : Tendsto (fun t : ℝ => 1 - a * b * t) atTop atTop :=
    (tendsto_atTop_add_const_left atTop 1 (tendsto_id.const_mul_atTop hab)).congr
      fun t => by simp only [id]; ring
  have h2 : Tendsto (fun t : ℝ => a / (1 - a * b * t)) atTop (𝓝 0) :=
    Tendsto.div_atTop tendsto_const_nhds h1
  refine h2.congr' ?_
  filter_upwards [eventually_ge_atTop 0] with t ht
  rw [eq_comm, eq_div_iff (hpos t ht).ne']
  exact flow_invariant (h t ht) h0 ⟨ht, le_rfl⟩
```

## Growth at least at the one-loop rate

Suppose \(a,b>0\) and that \(\alpha\) is continuous on \([0,T]\), starts at \(a\) and has a derivative with \(\alpha'\ge b\alpha^2\) on \((0,T)\). This covers an equation whose further terms add up to something non-negative along the solution, which is an assumption about those terms. Since \(\alpha'\ge0\), the first lemma applied to \(-\alpha\) gives \(\alpha(t)\ge a>0\), recorded as `hpos`. Division by \(\alpha\) is now allowed, and
\[ \frac{d}{ds}\Big(\frac1\alpha+bs\Big)=-\frac{\alpha'}{\alpha^2}+b\le0 . \]
The first lemma gives \(1/\alpha(t)\le 1/a-bt=(1-abt)/a\). Multiplying by \(a\,\alpha(t)>0\) yields \(a\le(1-abt)\,\alpha(t)\), which is `key`. If \(1-abt\) were not positive, the right side would be at most zero, against \(a>0\); this is `hden`. For \(T\ge0\) the case \(t=T\) gives \(abT<1\), and for \(T\le0\) that inequality is immediate, so \(T<t_*\). Dividing `key` by the positive denominator gives \(\alpha(t)\ge\alpha_*(t)\) on \([0,T]\).

```lean
/-- If the coupling starts at `a > 0` and grows at least at the one-loop rate, `α' ≥ b α²` with
`b > 0`, then still `T < 1/(a b)`, and `α(t) ≥ a / (1 - a b t)` on `[0,T]`. -/
theorem landau_pole_of_deriv_ge {a b T : ℝ} {α : ℝ → ℝ} (ha : 0 < a) (hb : 0 < b)
    (hc : ContinuousOn α (Icc 0 T))
    (hd : ∀ s ∈ Ioo 0 T, ∃ d, b * α s ^ 2 ≤ d ∧ HasDerivAt α d s) (h0 : α 0 = a) :
    T < landauPole a b ∧ ∀ t ∈ Icc 0 T, runningCoupling a b t ≤ α t := by
  have hab : 0 < a * b := mul_pos ha hb
  -- the coupling never drops below `a`, so it stays positive
  have hpos : ∀ t ∈ Icc 0 T, 0 < α t := by
    intro t ht
    have : -α t ≤ -α 0 := by
      refine le_initial_of_deriv_nonpos (f := fun s => -α s) (by fun_prop) (fun s hs => ?_) ht
      obtain ⟨d, h1, h2⟩ := hd s hs
      have : 0 ≤ b * α s ^ 2 := by positivity
      exact ⟨-d, by linarith, h2.fun_neg⟩
    linarith
  -- `1/α + b t` is non-increasing
  have key : ∀ t ∈ Icc 0 T, 1 * a ≤ (1 - a * b * t) * α t := by
    intro t ht
    have h1 : 1 / α t + b * t ≤ 1 / α 0 + b * 0 := by
      refine le_initial_of_deriv_nonpos (f := fun s => 1 / α s + b * s)
        ((continuousOn_const.div hc fun s hs => (hpos s hs).ne').add (by fun_prop))
        (fun s hs => ?_) ht
      obtain ⟨d, h1, h2⟩ := hd s hs
      have hs' := hpos s (Ioo_subset_Icc_self hs)
      have h3 : b ≤ d / α s ^ 2 := (le_div_iff₀ (by positivity)).mpr h1
      exact ⟨-(d / α s ^ 2) + b, by linarith,
        (((hasDerivAt_const s (1 : ℝ)).fun_div h2 hs'.ne').fun_add
          ((hasDerivAt_id' s).const_mul b)).congr_deriv (by ring)⟩
    have h2 : (1 - a * b * t) / a = 1 / a - b * t := by field_simp
    rw [h0] at h1
    rw [← div_le_div_iff₀ (hpos t ht) ha, h2]
    linarith
  have hden : ∀ t ∈ Icc 0 T, 0 < 1 - a * b * t := by
    intro t ht
    by_contra hn
    nlinarith [key t ht, mul_nonneg (neg_nonneg.mpr (not_lt.mp hn)) (hpos t ht).le]
  refine ⟨?_, fun t ht => ?_⟩
  · rw [landauPole, lt_div_iff₀ hab]
    rcases le_total 0 T with hT | hT
    · linarith [hden T ⟨hT, le_rfl⟩]
    · nlinarith [mul_nonneg (neg_nonneg.mpr hT) hab.le]
  · rw [runningCoupling, div_le_iff₀ (hden t ht)]
    linarith [key t ht]

end

end LandauPole
```

```lean
#print axioms LandauPole.landau_pole
#print axioms LandauPole.exists_flow_iff
#print axioms LandauPole.asymptotic_freedom
#print axioms LandauPole.landau_pole_of_deriv_ge
```

```
'LandauPole.landau_pole' depends on axioms: [propext, Classical.choice, Quot.sound]
'LandauPole.exists_flow_iff' depends on axioms: [propext, Classical.choice, Quot.sound]
'LandauPole.asymptotic_freedom' depends on axioms: [propext, Classical.choice, Quot.sound]
'LandauPole.landau_pole_of_deriv_ge' depends on axioms: [propext, Classical.choice, Quot.sound]
```

## The inverse coupling as the basic variable

The following comparison is informal and goes beyond the theorems above. One could take \(u=1/\alpha\) as the unknown, with the equation \(u'=-b\) and \(u(0)=1/a\). The solution \(u(t)=1/a-bt\) follows at once from the first lemma applied to \(u+bt\) and to its negative, with no need for the linear equation \(g'=kg\). It exists for every \(t\) and crosses zero at \(t_*\), so the bound \(T<1/(ab)\) would hold only under an added requirement such as \(u\neq0\) on \([0,T]\), which expresses that the coupling is finite. Passing from an equation for \(\alpha\) to the one for \(u\) also requires \(\alpha\neq0\). In the formulation used here finiteness is built into \(\alpha\) being real-valued and continuous on \([0,T]\), and non-vanishing is a consequence of the invariant when \(a\neq0\).
